# For finite orthogonal projectors P and Q, the occupation matrix n = QPQ has Tr(n − n²) = 0 exactly when P and Q commute

Take one electron of fixed spin on two sites, in the normalised orbital $\psi=(c,s)$ with real amplitudes, $c^2+s^2=1$. Let the first site be the Hubbard subspace. The projectors on the occupied orbital and on that site are

$$P=\begin{pmatrix}c^2&cs\\cs&s^2\end{pmatrix},\qquad Q=\begin{pmatrix}1&0\\0&0\end{pmatrix}.$$

The occupation matrix $n=QPQ$ has the single nonzero entry $c^2$, so

$$\mathrm{Tr}(n-n^2)=c^2-c^4=c^2s^2.$$

This is the square of $cs$, the element of $P$ that links the two sites. The commutator contains the same element:

$$PQ-QP=\begin{pmatrix}0&-cs\\cs&0\end{pmatrix},\qquad -\tfrac12\mathrm{Tr}\big((PQ-QP)^2\big)=c^2s^2.$$

The value is largest, $1/4$, for an equally shared orbital, and it vanishes when the electron sits entirely on one site. Two sites are the fewest that can give a nonzero value, because $1\times1$ projectors always commute.

For Hermitian idempotent matrices $P$ and $Q$ of any finite size, the general result is

$$\mathrm{Tr}(n-n^2)=-\tfrac12\mathrm{Tr}\big((PQ-QP)^2\big)\ge 0,$$

with equality exactly when $PQ=QP$. In the simplified rotationally invariant form of DFT+U, each Hubbard atom contributes $(U/2)\mathrm{Tr}(n-n^2)$ per spin channel, with $Q$ the projector on that atom's Hubbard orbitals; for $U>0$, integer occupations and orthonormal Hubbard orbitals in a finite basis, this penalty is therefore zero only if the occupied space splits into a part inside that Hubbard subspace and a part orthogonal to it.

## A finite orthonormal basis

The index type `m` labels a finite orthonormal one-particle basis, for one spin channel or for spin-orbitals. Matrices are complex, and `ᴴ` is the conjugate transpose.

```lean
import Mathlib

open Matrix
open scoped ComplexOrder

namespace HubbardProjectorCommutator

noncomputable section

variable {m : Type*} [Fintype m]
```

`IsProjector` collects the two conditions placed on each of $P$ and $Q$: `herm` is Hermiticity and `idem` is idempotency.

```lean
/-- An orthogonal projector: a Hermitian idempotent matrix. -/
structure IsProjector (P : Matrix m m ℂ) : Prop where
  herm : Pᴴ = P
  idem : P * P = P
```

The occupation matrix is kept in the full space, where it is zero outside the Hubbard subspace. The definitions take $Q$ as their first argument and $P$ as their second.

```lean
/-- The occupation matrix `n = Q P Q` of the Hubbard subspace `Q` for the occupied space `P`. -/
def occupation (Q P : Matrix m m ℂ) : Matrix m m ℂ := Q * P * Q

/-- The trace `Tr(n - n²)`, where `n` is the occupation matrix. -/
def hubbardTrace (Q P : Matrix m m ℂ) : ℂ :=
  (occupation Q P - occupation Q P * occupation Q P).trace
```

Another model would use a rectangular matrix $V$ whose orthonormal columns are the Hubbard orbitals, with $Q=VV^\dagger$ and the smaller occupation matrix $V^\dagger PV$. The traces of $n$ and $n^2$ would be unchanged. Idempotency of $Q$ would follow from $V^\dagger V=1$, and the equality condition would read $PVV^\dagger=VV^\dagger P$.

Finiteness enters through the sum of squared moduli,

$$\mathrm{Tr}(A^\dagger A)=\sum_{i,j}|A_{ij}|^2,$$

which Lean calls `weight A`. In an infinite basis this sum can diverge, as for a crystal when $Q$ covers the Hubbard orbitals of every atom, and one would need a trace-class condition or a trace per cell.

```lean
/-- The sum of the squared moduli of all matrix elements. -/
def weight (A : Matrix m m ℂ) : ℝ := ∑ i, ∑ j, ‖A i j‖ ^ 2
```

The first lemma expands the trace, exchanges the two sums and uses $\bar z z=|z|^2$ in each term.

```lean
/-- The trace of `Aᴴ A` is the sum of the squared moduli of the elements of `A`. -/
theorem trace_conjTranspose_mul_self_eq_weight (A : Matrix m m ℂ) :
    (Aᴴ * A).trace = (weight A : ℂ) := by
  simp only [Matrix.trace, Matrix.diag_apply, Matrix.mul_apply,
    Matrix.conjTranspose_apply, weight]
  rw [Finset.sum_comm]
  push_cast
  refine Finset.sum_congr rfl fun i _ => Finset.sum_congr rfl fun j _ => ?_
  exact Complex.conj_mul' _
```

The second uses the fact that a finite sum of nonnegative terms vanishes only if every term does. It is applied first to the rows and then to the entries within a row.

```lean
/-- The weight of a matrix vanishes exactly when the matrix is zero. -/
theorem weight_eq_zero_iff (A : Matrix m m ℂ) : weight A = 0 ↔ A = 0 := by
  constructor
  · intro h
    unfold weight at h
    ext i j
    have h1 := (Finset.sum_eq_zero_iff_of_nonneg (fun i _ => by positivity)).mp h i
      (Finset.mem_univ i)
    have h2 := (Finset.sum_eq_zero_iff_of_nonneg (fun j _ => by positivity)).mp h1 j
      (Finset.mem_univ j)
    simpa using h2
  · rintro rfl
    simp [weight]
```

## Hermiticity turns the trace into a sum of squares

Hermiticity makes $P$ and $Q$ orthogonal projectors, not oblique ones. For $P$ it can fail in a non-orthogonal atomic basis: with density matrix $D$ and overlap $S$, the product $DS$ is idempotent at integer occupation but in general not Hermitian. For $Q$ it fails when the Hubbard projection $\sum_a|\phi_a\rangle\langle\tilde\phi_a|$ uses biorthogonal dual orbitals $\tilde\phi_a$ that span a different space from the $\phi_a$; duals within the same space give an orthogonal projector.

The part of $P$ that leads out of the Hubbard subspace is

$$B=(1-Q)PQ.$$

```lean
variable [DecidableEq m]

/-- The block `(1 - Q) P Q` of the occupied projector that connects the Hubbard subspace
to its complement. -/
def hybridisation (Q P : Matrix m m ℂ) : Matrix m m ℂ := (1 - Q) * P * Q
```

Hermiticity of both matrices gives $B^\dagger=QP(1-Q)$. Then

$$\begin{aligned}
B^\dagger B&=QP(1-Q)(1-Q)PQ\\
&=QP(1-Q)PQ\\
&=QP^2Q-QPQPQ\\
&=QPQ-(QPQ)(QPQ)=n-n^2.
\end{aligned}$$

The second line uses $(1-Q)^2=1-Q$, which follows from $Q^2=Q$. The last line uses $P^2=P$ in the first term and $Q=Q^2$ in the second.

In `occupation_sub_sq`, the first `simp only` computes the adjoint with `hP.herm` and `hQ.herm`. The second multiplies out and removes repeated factors with the auxiliary rules `hP'` and `hQ'`, which express idempotency; `abel` collects the terms.

```lean
/-- For projectors `P` and `Q`, the deviation `n - n²` of the occupation matrix from idempotency is
`Bᴴ B`, where `B` is the hybridisation block. -/
theorem occupation_sub_sq {P Q : Matrix m m ℂ} (hP : IsProjector P) (hQ : IsProjector Q) :
    occupation Q P - occupation Q P * occupation Q P
      = (hybridisation Q P)ᴴ * hybridisation Q P := by
  have hP' : ∀ X, P * (P * X) = P * X := fun X => by rw [← mul_assoc, hP.idem]
  have hQ' : ∀ X, Q * (Q * X) = Q * X := fun X => by rw [← mul_assoc, hQ.idem]
  simp only [occupation, hybridisation, Matrix.conjTranspose_mul, Matrix.conjTranspose_sub,
    Matrix.conjTranspose_one, hP.herm, hQ.herm]
  simp only [mul_sub, sub_mul, mul_one, one_mul, mul_assoc, hP', hQ']
  abel
```

Taking the trace gives $\mathrm{Tr}(n-n^2)=\sum_{i,j}|B_{ij}|^2$, which is real and nonnegative.

```lean
/-- For projectors `P` and `Q`, `Tr(n - n²)` is the total squared modulus of the hybridisation
block. -/
theorem hubbardTrace_eq_weight {P Q : Matrix m m ℂ}
    (hP : IsProjector P) (hQ : IsProjector Q) :
    hubbardTrace Q P = (weight (hybridisation Q P) : ℂ) := by
  rw [hubbardTrace, occupation_sub_sq hP hQ, trace_conjTranspose_mul_self_eq_weight]
```

Hermiticity also settles the equality case. If $B=0$, then $PQ=QPQ$. The adjoint of this equation is $QP=QPQ$, so $PQ=QP$. Conversely, if $PQ=QP$, then $B=(1-Q)QP=(Q-Q^2)P=0$, which needs only idempotency of $Q$. The two branches of the Lean proof follow these two arguments, with `h2` as the adjoint equation.

```lean
/-- The hybridisation block vanishes exactly when the two projectors commute. -/
theorem hybridisation_eq_zero_iff {P Q : Matrix m m ℂ}
    (hP : IsProjector P) (hQ : IsProjector Q) :
    hybridisation Q P = 0 ↔ P * Q = Q * P := by
  unfold hybridisation
  constructor
  · intro h
    rw [sub_mul, sub_mul, one_mul] at h
    have h1 : P * Q = Q * P * Q := sub_eq_zero.mp h
    -- the adjoint of `P Q = Q P Q` has the same right-hand side
    have h2 := congrArg Matrix.conjTranspose h1
    simp only [Matrix.conjTranspose_mul, hP.herm, hQ.herm] at h2
    exact h1.trans ((mul_assoc Q P Q).trans h2.symm)
  · intro h
    rw [mul_assoc, h, ← mul_assoc, sub_mul, one_mul, hQ.idem, sub_self, zero_mul]
```

Both conclusions can fail for an oblique projector. Keep $Q=\mathrm{diag}(1,0)$ and take

$$P=\begin{pmatrix}2&1\\-2&-1\end{pmatrix},\qquad P^2=P.$$

Then $\mathrm{Tr}(n-n^2)=2-4=-2$. With the idempotent matrix $P=\begin{pmatrix}1&1\\0&0\end{pmatrix}$ the trace is zero, yet $P$ and $Q$ do not commute. Exchanging the roles of $P$ and $Q$ gives the same failures when only $Q$ is oblique. These examples, like those below with a condition removed, rest on direct multiplication and not on the Lean file.

## Idempotency gives the commutator formula

For $P$, idempotency means integer occupations: each orbital is either filled or empty, as in a single determinant at zero temperature. For $Q=\sum_a|\phi_a\rangle\langle\phi_a|$ with linearly independent Hubbard orbitals $\phi_a$, it means that these orbitals are orthonormal.

The commutator formula needs idempotency of both matrices and no Hermiticity. Expanding the square gives

$$\begin{aligned}
(PQ-QP)^2&=PQPQ-PQ^2P-QP^2Q+QPQP\\
&=PQPQ-PQP-QPQ+QPQP.
\end{aligned}$$

By cyclicity of the trace and idempotency,

$$\mathrm{Tr}(PQP)=\mathrm{Tr}(QPQ)=\mathrm{Tr}(PQ),\qquad \mathrm{Tr}(QPQP)=\mathrm{Tr}(PQPQ).$$

Hence $\mathrm{Tr}\big((PQ-QP)^2\big)=2\,\mathrm{Tr}(PQPQ)-2\,\mathrm{Tr}(PQ)$. For the occupation matrix, $\mathrm{Tr}\,n=\mathrm{Tr}(PQ)$ and $\mathrm{Tr}\,n^2=\mathrm{Tr}(QPQPQ)=\mathrm{Tr}(PQPQ)$. Therefore

$$\mathrm{Tr}(n-n^2)=\mathrm{Tr}(PQ)-\mathrm{Tr}(PQPQ)=-\tfrac12\mathrm{Tr}\big((PQ-QP)^2\big).$$

In Lean, `t1` to `t4` are the trace identities and `e` is the expanded square. After they are substituted, `ring` compares the remaining numbers.

```lean
/-- `Tr(n - n²)` equals minus one half of the trace of the squared commutator of the
occupied and Hubbard projectors. -/
theorem hubbardTrace_eq_commutator {P Q : Matrix m m ℂ}
    (hP : IsProjector P) (hQ : IsProjector Q) :
    hubbardTrace Q P = -(1 / 2) * ((P * Q - Q * P) ^ 2).trace := by
  have hP' : ∀ X, P * (P * X) = P * X := fun X => by rw [← mul_assoc, hP.idem]
  have hQ' : ∀ X, Q * (Q * X) = Q * X := fun X => by rw [← mul_assoc, hQ.idem]
  -- cyclicity and idempotency reduce every trace to that of `P Q` or of `P Q P Q`
  have t1 : (Q * P * Q).trace = (P * Q).trace := by
    rw [Matrix.trace_mul_comm (Q * P) Q, hQ', Matrix.trace_mul_comm Q P]
  have t2 : (P * Q * P).trace = (P * Q).trace := by
    rw [Matrix.trace_mul_comm (P * Q) P, hP']
  have t3 : (Q * P * Q * P).trace = (P * Q * P * Q).trace := by
    calc (Q * P * Q * P).trace = (Q * (P * Q * P)).trace := by simp only [mul_assoc]
      _ = (P * Q * P * Q).trace := Matrix.trace_mul_comm _ _
  have t4 : (Q * P * Q * (Q * P * Q)).trace = (P * Q * P * Q).trace := by
    calc (Q * P * Q * (Q * P * Q)).trace = (Q * (P * Q * P * Q)).trace := by
          simp only [mul_assoc, hQ']
      _ = (P * Q * P * Q * Q).trace := Matrix.trace_mul_comm _ _
      _ = (P * Q * P * Q).trace := by simp only [mul_assoc, hQ.idem]
  have e : (P * Q - Q * P) ^ 2
      = P * Q * P * Q - P * Q * P - Q * P * Q + Q * P * Q * P := by
    rw [sq]
    simp only [mul_sub, sub_mul, mul_assoc, hP', hQ']
    abel
  rw [e, hubbardTrace, occupation, Matrix.trace_sub, Matrix.trace_add, Matrix.trace_sub,
    Matrix.trace_sub, t1, t2, t3, t4]
  ring
```

Without idempotency the formula already fails for $1\times1$ matrices, where every commutator is zero. A half-filled level, $P=1/2$ with $Q=1$, gives $\mathrm{Tr}(n-n^2)=1/4$. Fractional occupation thus contributes to the trace without any hybridisation, which matters when smearing is used. A wrongly normalised Hubbard orbital, $Q=1/2$ with $P=1$, gives $n=1/4$ and a trace of $3/16$. The sign can fail too: $P=2$ with $Q=1$ gives $-2$, although a single spin-orbital cannot physically hold two electrons.

## The four conditions together

The main theorem assumes Hermiticity and idempotency of both matrices and has three parts: the commutator formula, the sign and the equality case. The trace is a complex number in Lean, and `0 ≤ hubbardTrace Q P` uses the order on `ℂ` in which this means that the imaginary part is zero and the real part is nonnegative. The proof takes the formula from the previous theorem and obtains the other two parts from the sum of squares.

```lean
/-- For an occupied projector `P` and a Hubbard projector `Q`, `Tr(n - n²)` equals
`-(1/2) Tr((PQ - QP)²)`, is real and nonnegative, and vanishes exactly when `P` and `Q`
commute. -/
theorem hubbardTrace_main {P Q : Matrix m m ℂ} (hP : IsProjector P) (hQ : IsProjector Q) :
    hubbardTrace Q P = -(1 / 2) * ((P * Q - Q * P) ^ 2).trace ∧
      0 ≤ hubbardTrace Q P ∧ (hubbardTrace Q P = 0 ↔ P * Q = Q * P) := by
  refine ⟨hubbardTrace_eq_commutator hP hQ, ?_, ?_⟩
  · rw [hubbardTrace_eq_weight hP hQ]
    have h : 0 ≤ weight (hybridisation Q P) := by
      unfold weight
      positivity
    exact_mod_cast h
  · rw [hubbardTrace_eq_weight hP hQ, Complex.ofReal_eq_zero, weight_eq_zero_iff,
      hybridisation_eq_zero_iff hP hQ]
```

Commutation is a statement about the occupied space, not about the Hamiltonian. If the bonding and antibonding orbitals of the two-site model are both filled, then $P=1$ commutes with $Q$ and the trace is zero, however strong the hopping between the sites.

The same condition decides whether $n$ is itself a projector. If $n^2=n$, the trace is zero and the main theorem gives $PQ=QP$. If $PQ=QP$, then $B=0$, and $n-n^2=B^\dagger B=0$.

```lean
/-- The occupation matrix is idempotent exactly when the occupied and Hubbard projectors
commute. -/
theorem occupation_idempotent_iff {P Q : Matrix m m ℂ}
    (hP : IsProjector P) (hQ : IsProjector Q) :
    occupation Q P * occupation Q P = occupation Q P ↔ P * Q = Q * P := by
  constructor
  · intro h
    apply (hubbardTrace_main hP hQ).2.2.mp
    rw [hubbardTrace, h, sub_self, Matrix.trace_zero]
  · intro h
    have h0 := occupation_sub_sq hP hQ
    rw [(hybridisation_eq_zero_iff hP hQ).mpr h, mul_zero] at h0
    exact (sub_eq_zero.mp h0).symm
```

## Normalisation of the bond orbital

The two-site example returns as a check that the assumptions can be met with a nonzero trace. `bondProjector c s` is the matrix $|\psi\rangle\langle\psi|$ when $\psi=(c,s)$, and `siteProjector` selects the first site, which Lean numbers 0.

```lean
/-- The matrix `|ψ⟩⟨ψ|` of a two-site orbital `ψ` with real amplitudes `c` and `s`. -/
def bondProjector (c s : ℝ) : Matrix (Fin 2) (Fin 2) ℂ :=
  !![(c : ℂ) ^ 2, (c : ℂ) * s; (c : ℂ) * s, (s : ℂ) ^ 2]

/-- The projector on the first of two sites. -/
def siteProjector : Matrix (Fin 2) (Fin 2) ℂ := !![1, 0; 0, 0]
```

The one hypothesis is $c^2+s^2=1$: the orbital is normalised. By hand it enters twice. Since $\psi$ is real,

$$\big(|\psi\rangle\langle\psi|\big)^2=(c^2+s^2)\,|\psi\rangle\langle\psi|,$$

so normalisation makes $P$ idempotent. It also turns $c^2-c^4=c^2(1-c^2)$ into $c^2s^2$. In the proof, `hc` is the same condition in complex numbers. It is used in `e00` to `e11`, the four entries of $P^2=P$, and in the last `linear_combination`, which evaluates the trace. The Hermiticity of both matrices and the idempotency of $Q$ are checked entry by entry without it.

For an unnormalised orbital with $c=2$ and $s=0$, the matrix $P$ is not a projector, and the trace is $4-16=-12$ instead of $c^2s^2=0$.

```lean
/-- For a normalised two-site orbital and the first site as Hubbard subspace, both matrices
are projectors and `Tr(n - n²) = c² s²`. -/
theorem bond_witness (c s : ℝ) (h : c ^ 2 + s ^ 2 = 1) :
    IsProjector (bondProjector c s) ∧ IsProjector siteProjector ∧
      hubbardTrace siteProjector (bondProjector c s) = (c : ℂ) ^ 2 * (s : ℂ) ^ 2 := by
  have hc : (c : ℂ) ^ 2 + (s : ℂ) ^ 2 = 1 := by exact_mod_cast h
  refine ⟨⟨?_, ?_⟩, ⟨?_, ?_⟩, ?_⟩
  · ext i j
    fin_cases i <;> fin_cases j <;>
      simp [bondProjector, Matrix.conjTranspose_apply]
  · -- each entry of the square carries the factor `c² + s² = 1`
    have e00 : (c : ℂ) ^ 2 * (c : ℂ) ^ 2 + (c : ℂ) * s * ((c : ℂ) * s) = (c : ℂ) ^ 2 := by
      linear_combination (c : ℂ) ^ 2 * hc
    have e01 : (c : ℂ) ^ 2 * ((c : ℂ) * s) + (c : ℂ) * s * (s : ℂ) ^ 2 = (c : ℂ) * s := by
      linear_combination (c : ℂ) * s * hc
    have e10 : (c : ℂ) * s * (c : ℂ) ^ 2 + (s : ℂ) ^ 2 * ((c : ℂ) * s) = (c : ℂ) * s := by
      linear_combination (c : ℂ) * s * hc
    have e11 : (c : ℂ) * s * ((c : ℂ) * s) + (s : ℂ) ^ 2 * (s : ℂ) ^ 2 = (s : ℂ) ^ 2 := by
      linear_combination (s : ℂ) ^ 2 * hc
    rw [bondProjector, Matrix.mul_fin_two, e00, e01, e10, e11]
  · ext i j
    fin_cases i <;> fin_cases j <;> simp [siteProjector, Matrix.conjTranspose_apply]
  · ext i j
    fin_cases i <;> fin_cases j <;> simp [siteProjector]
  · have hn : occupation siteProjector (bondProjector c s) = !![(c : ℂ) ^ 2, 0; 0, 0] := by
      ext i j
      fin_cases i <;> fin_cases j <;>
        simp [occupation, siteProjector, bondProjector]
    rw [hubbardTrace, hn, Matrix.mul_fin_two, Matrix.trace_sub, Matrix.trace_fin_two_of,
      Matrix.trace_fin_two_of]
    linear_combination -(c : ℂ) ^ 2 * hc

end

end HubbardProjectorCommutator
```

```lean
#print axioms HubbardProjectorCommutator.occupation_idempotent_iff
-- 'HubbardProjectorCommutator.occupation_idempotent_iff' depends on axioms: [propext, Classical.choice, Quot.sound]
```
